# The Liu–Peng X2C Hamiltonian from orbital energies and a unitary polar factor

Take as many metric-orthonormal electronic (positive-energy) eigenvectors of a matrix Dirac problem as there are large-component basis functions. Let $C_L$ and $C_S$ hold their large and small coefficients, and let $\varepsilon$ be the diagonal matrix of their energies. If $C_L$ is invertible and the large-component overlap $S$ is positive definite, the exact two-component (X2C) one-electron Hamiltonian in the Liu–Peng normalisation is

$$H = S^{1/2}\,U\,\varepsilon\,U^\dagger S^{1/2},\qquad U=(BB^\dagger)^{-1/2}B,\qquad B=S^{1/2}C_L,$$

and $U$ is unitary.

## From four components to two

In a finite basis the one-electron Dirac equation reads, block by block,

$$VC_L+PC_S=SC_L\varepsilon,\qquad P^\dagger C_L+WC_S=MC_S\varepsilon,$$

where $M$ is the small-component metric, $V$ and $W$ are the diagonal blocks of the Dirac matrix, and $P$ couples the components. The eigenvectors are normalised by $C_L^\dagger SC_L+C_S^\dagger MC_S=1$.

X2C eliminates the small component through $X=C_SC_L^{-1}$, which gives an unnormalised Hamiltonian and a relativistic metric:

$$L=V+PX+X^\dagger P^\dagger+X^\dagger WX,\qquad \tilde S=S+X^\dagger MX.$$

The renormalisation matrix

$$R=S^{-1/2}\bigl(S^{-1/2}\tilde SS^{-1/2}\bigr)^{-1/2}S^{1/2}$$

restores the nonrelativistic metric $S$, and $H=R^\dagger LR$.

## What the Lean theorem says

The types `n` and `m` index the large and small basis functions, and the two bases may differ in size. The eigenvectors are also indexed by `n`, so $C_L$ is square. The structure `IsDiracSolution` contains the two block equations and the orthonormality condition; `ε : n → ℝ` makes the energies real. The definitions `decoupling`, `nesc`, `relMetric`, `renorm` and `x2c` are $X$, $L$, $\tilde S$, $R$ and $H$. `posSqrt` is the positive matrix square root, and `ᴴ` is the adjoint.

The theorem `x2c_eq_polar` has two further hypotheses:

- `IsUnit CL.det` says that the large components of the chosen states are linearly independent, so that $X$ can be defined by them. This is assumed, not derived from the Dirac matrix.
- `S.PosDef` says that the large-component basis has no linear dependence.

Its conclusion is that $U$ is unitary and that $H$ has the form above. In applications the chosen states are the electronic ones, called positive-energy states; when the rest energy is subtracted, the bound ones among them have negative $\varepsilon$. The theorem does not require this choice. Nor does it need $V$, $W$ or $M$ to be Hermitian. It concerns a one-electron problem in a finite basis and does not treat the two-electron interaction or the transformation of property operators.

## The derivation

**Metric.** Since $XC_L=C_S$, orthonormality becomes

$$C_L^\dagger\tilde SC_L=C_L^\dagger SC_L+C_S^\dagger MC_S=1,$$

so $\tilde S^{-1}=C_LC_L^\dagger$.

**Unnormalised Hamiltonian.** The block equations give

$$\begin{aligned}
C_L^\dagger LC_L&=C_L^\dagger(VC_L+PC_S)+C_S^\dagger(P^\dagger C_L+WC_S)\\
&=(C_L^\dagger SC_L+C_S^\dagger MC_S)\,\varepsilon=\varepsilon,
\end{aligned}$$

so $L=(C_L^\dagger)^{-1}\varepsilon C_L^{-1}$.

**Polar factor.** Write $T=S^{1/2}$ and $Q=(BB^\dagger)^{1/2}$, so that $B=TC_L$ and $U=Q^{-1}B$. Both $T$ and $Q$ are Hermitian and invertible. Then

$$UU^\dagger=Q^{-1}BB^\dagger Q^{-1}=Q^{-1}Q^2Q^{-1}=1.$$

**Renormalisation.** From the formula for $\tilde S^{-1}$,

$$T^{-1}\tilde ST^{-1}=(T\tilde S^{-1}T)^{-1}=(TC_LC_L^\dagger T)^{-1}=(BB^\dagger)^{-1}=Q^{-2}.$$

The positive square root of $Q^{-2}$ is $Q^{-1}$, so its inverse is $Q$ and $R=T^{-1}QT$.

**Assembly.** Unitarity gives $U=(U^\dagger)^{-1}=Q(B^\dagger)^{-1}=QT^{-1}(C_L^\dagger)^{-1}$. Hence

$$R^\dagger LR=TQT^{-1}(C_L^\dagger)^{-1}\,\varepsilon\,C_L^{-1}T^{-1}QT=TU\varepsilon U^\dagger T.$$

Multiplying this by $S^{-1/2}U$ gives $H(S^{-1/2}U)=S(S^{-1/2}U)\varepsilon$: within this finite one-electron model, the two-component problem with metric $S$ reproduces the selected Dirac energies.

**Nearest unitary matrix.** Let $Y$ be unitary and let $\|\cdot\|$ be the Frobenius norm. Since $B=QU$, expanding the squares gives

$$\|B-Y\|^2-\|B-U\|^2=2\,\mathrm{tr}\,Q-2\,\mathrm{Re}\,\mathrm{tr}(Y^\dagger QU).$$

As $\mathrm{tr}(U^\dagger QU)=\mathrm{tr}(Y^\dagger QY)=\mathrm{tr}\,Q$, the right side equals $\mathrm{tr}\bigl((U-Y)^\dagger Q(U-Y)\bigr)\ge0$. No unitary matrix is therefore closer to $B$ than $U$.

## In a program

A program can solve the matrix Dirac problem, select the electronic (positive-energy) vectors and build $X$, $\tilde S$, $L$, $R$ and $H$ in turn. The polar form offers a second route to the same matrix: compute $B=S^{1/2}C_L$, take its singular value decomposition $B=F\Sigma G^\dagger$, and set $U=FG^\dagger$. This needs no explicit inverse of $C_L$, and comparing the two matrices $H$ tests an implementation of the renormalisation.

## The Lean file

```lean
import Mathlib

open Matrix
open scoped ComplexOrder MatrixOrder

namespace X2CPolarForm

noncomputable section

variable {n m : Type*} [Fintype n] [DecidableEq n] [Fintype m]

/-- The positive square root of a positive semidefinite matrix. -/
def posSqrt (A : Matrix n n ℂ) : Matrix n n ℂ := CFC.sqrt A

/-- The diagonal matrix of real orbital energies. -/
def energies (ε : n → ℝ) : Matrix n n ℂ := diagonal fun i => (ε i : ℂ)

/-- The columns of `(CL; CS)` solve, with energies `ε`, the generalised eigenvalue problem of the
Dirac matrix with blocks `V, P, Pᴴ, W` and the metric `diag(S, M)`, and they are orthonormal in that
metric. -/
structure IsDiracSolution (V S : Matrix n n ℂ) (P : Matrix n m ℂ) (W M : Matrix m m ℂ)
    (CL : Matrix n n ℂ) (CS : Matrix m n ℂ) (ε : n → ℝ) : Prop where
  large : V * CL + P * CS = S * CL * energies ε
  small : Pᴴ * CL + W * CS = M * CS * energies ε
  orthonormal : CLᴴ * S * CL + CSᴴ * M * CS = 1

/-- The decoupling matrix `X = CS CL⁻¹`. For invertible `CL` it maps the large components to the
small ones. -/
def decoupling (CL : Matrix n n ℂ) (CS : Matrix m n ℂ) : Matrix m n ℂ := CS * CL⁻¹

/-- The unnormalised two-component Hamiltonian `L`. -/
def nesc (V : Matrix n n ℂ) (P : Matrix n m ℂ) (W : Matrix m m ℂ) (X : Matrix m n ℂ) :
    Matrix n n ℂ := V + P * X + Xᴴ * Pᴴ + Xᴴ * W * X

/-- The relativistic metric `S + Xᴴ M X` of the large component. -/
def relMetric (S : Matrix n n ℂ) (M : Matrix m m ℂ) (X : Matrix m n ℂ) : Matrix n n ℂ :=
  S + Xᴴ * M * X

/-- The Liu-Peng renormalisation matrix
`R = S^(-1/2) (S^(-1/2) St S^(-1/2))^(-1/2) S^(1/2)`. -/
def renorm (S St : Matrix n n ℂ) : Matrix n n ℂ :=
  (posSqrt S)⁻¹ * (posSqrt ((posSqrt S)⁻¹ * St * (posSqrt S)⁻¹))⁻¹ * posSqrt S

/-- The X2C one-electron Hamiltonian `Rᴴ L R`. -/
def x2c (V S : Matrix n n ℂ) (P : Matrix n m ℂ) (W M : Matrix m m ℂ) (X : Matrix m n ℂ) :
    Matrix n n ℂ :=
  (renorm S (relMetric S M X))ᴴ * nesc V P W X * renorm S (relMetric S M X)

/-- The polar factor `(B Bᴴ)^(-1/2) B`. -/
def polarFactor (B : Matrix n n ℂ) : Matrix n n ℂ := (posSqrt (B * Bᴴ))⁻¹ * B

/-- The square root of a positive semidefinite matrix is positive semidefinite and squares
to that matrix. -/
theorem posSqrt_spec {A : Matrix n n ℂ} (hA : A.PosSemidef) :
    (posSqrt A).PosSemidef ∧ posSqrt A * posSqrt A = A :=
  ⟨Matrix.nonneg_iff_posSemidef.mp (CFC.sqrt_nonneg A),
    CFC.sqrt_mul_sqrt_self A (Matrix.nonneg_iff_posSemidef.mpr hA)⟩

/-- The square root of an invertible positive semidefinite matrix is invertible. -/
theorem posSqrt_isUnit {A : Matrix n n ℂ} (hA : A.PosSemidef) (h : IsUnit A.det) :
    IsUnit (posSqrt A).det := by
  rw [← (posSqrt_spec hA).2, Matrix.det_mul] at h
  exact isUnit_of_mul_isUnit_left h

/-- The relativistic metric is invertible, and its inverse is `CL CLᴴ`. -/
theorem relMetric_inv {V S : Matrix n n ℂ} {P : Matrix n m ℂ} {W M : Matrix m m ℂ}
    {CL : Matrix n n ℂ} {CS : Matrix m n ℂ} {ε : n → ℝ}
    (h : IsDiracSolution V S P W M CL CS ε) (hC : IsUnit CL.det) :
    IsUnit (relMetric S M (decoupling CL CS)).det ∧
      (relMetric S M (decoupling CL CS))⁻¹ = CL * CLᴴ := by
  have hX : decoupling CL CS * CL = CS := by
    rw [decoupling, Matrix.mul_assoc, Matrix.nonsing_inv_mul _ hC, Matrix.mul_one]
  have hXH : CLᴴ * (decoupling CL CS)ᴴ = CSᴴ := by rw [← conjTranspose_mul, hX]
  generalize decoupling CL CS = X at *
  -- orthonormality, rewritten for the large component alone
  have h1 : CLᴴ * (relMetric S M X * CL) = 1 := by
    calc CLᴴ * (relMetric S M X * CL)
        = CLᴴ * S * CL + (CLᴴ * Xᴴ) * M * (X * CL) := by
          simp only [relMetric, Matrix.mul_add, Matrix.add_mul, Matrix.mul_assoc]
      _ = 1 := by rw [hX, hXH, h.orthonormal]
  have h2 : relMetric S M X * (CL * CLᴴ) = 1 := by
    rw [← Matrix.mul_assoc]
    exact mul_eq_one_comm.mp h1
  exact ⟨Matrix.isUnit_det_of_right_inverse h2, Matrix.inv_eq_right_inv h2⟩

/-- The unnormalised Hamiltonian is `L = (CLᴴ)⁻¹ ε CL⁻¹`. -/
theorem nesc_eq {V S : Matrix n n ℂ} {P : Matrix n m ℂ} {W M : Matrix m m ℂ}
    {CL : Matrix n n ℂ} {CS : Matrix m n ℂ} {ε : n → ℝ}
    (h : IsDiracSolution V S P W M CL CS ε) (hC : IsUnit CL.det) :
    nesc V P W (decoupling CL CS) = (CLᴴ)⁻¹ * energies ε * CL⁻¹ := by
  have hX : decoupling CL CS * CL = CS := by
    rw [decoupling, Matrix.mul_assoc, Matrix.nonsing_inv_mul _ hC, Matrix.mul_one]
  have hXH : CLᴴ * (decoupling CL CS)ᴴ = CSᴴ := by rw [← conjTranspose_mul, hX]
  generalize decoupling CL CS = X at *
  -- the expectation values of the Dirac matrix are the energies
  have h1 : CLᴴ * nesc V P W X * CL = energies ε := by
    calc CLᴴ * nesc V P W X * CL
        = CLᴴ * (V * CL + P * (X * CL))
            + ((CLᴴ * Xᴴ) * (Pᴴ * CL) + (CLᴴ * Xᴴ) * (W * (X * CL))) := by
          simp only [nesc, Matrix.mul_add, Matrix.add_mul, Matrix.mul_assoc]
          abel
      _ = (CLᴴ * S * CL + CSᴴ * M * CS) * energies ε := by
          rw [hX, hXH, ← Matrix.mul_add, h.large, h.small]
          simp only [Matrix.add_mul, Matrix.mul_assoc]
      _ = energies ε := by rw [h.orthonormal, Matrix.one_mul]
  have hD : IsUnit (CLᴴ).det := by
    rw [Matrix.det_conjTranspose]
    exact hC.star
  calc nesc V P W X = ((CLᴴ)⁻¹ * CLᴴ) * nesc V P W X * (CL * CL⁻¹) := by
        rw [Matrix.nonsing_inv_mul _ hD, Matrix.mul_nonsing_inv _ hC, Matrix.one_mul,
          Matrix.mul_one]
    _ = (CLᴴ)⁻¹ * (CLᴴ * nesc V P W X * CL) * CL⁻¹ := by simp only [Matrix.mul_assoc]
    _ = _ := by rw [h1]

/-- For invertible `B`, the root of `B Bᴴ` is invertible and the polar factor is unitary. -/
theorem polarFactor_unitary {B : Matrix n n ℂ} (hB : IsUnit B.det) :
    IsUnit (posSqrt (B * Bᴴ)).det ∧ polarFactor B ∈ Matrix.unitaryGroup n ℂ := by
  have hp := Matrix.posSemidef_self_mul_conjTranspose B
  obtain ⟨hQ, hQQ⟩ := posSqrt_spec hp
  have hu : IsUnit (posSqrt (B * Bᴴ)).det := posSqrt_isUnit hp (by
    rw [Matrix.det_mul, Matrix.det_conjTranspose]
    exact hB.mul hB.star)
  refine ⟨hu, ?_⟩
  rw [Matrix.mem_unitaryGroup_iff, Matrix.star_eq_conjTranspose, polarFactor,
    conjTranspose_mul, conjTranspose_nonsing_inv, hQ.isHermitian.eq]
  generalize posSqrt (B * Bᴴ) = Q at *
  calc Q⁻¹ * B * (Bᴴ * Q⁻¹) = Q⁻¹ * (B * Bᴴ) * Q⁻¹ := by simp only [Matrix.mul_assoc]
    _ = (Q⁻¹ * Q) * (Q * Q⁻¹) := by rw [← hQQ]; simp only [Matrix.mul_assoc]
    _ = 1 := by rw [Matrix.nonsing_inv_mul _ hu, Matrix.mul_nonsing_inv _ hu, Matrix.one_mul]

/-- With `U` the polar factor of `S^(1/2) CL`, the matrix `U` is unitary and the X2C
Hamiltonian is `S^(1/2) U ε Uᴴ S^(1/2)`. -/
theorem x2c_eq_polar {V S : Matrix n n ℂ} {P : Matrix n m ℂ} {W M : Matrix m m ℂ}
    {CL : Matrix n n ℂ} {CS : Matrix m n ℂ} {ε : n → ℝ}
    (h : IsDiracSolution V S P W M CL CS ε) (hC : IsUnit CL.det) (hS : S.PosDef) :
    polarFactor (posSqrt S * CL) ∈ Matrix.unitaryGroup n ℂ ∧
      x2c V S P W M (decoupling CL CS) =
        posSqrt S * polarFactor (posSqrt S * CL) * energies ε *
          (polarFactor (posSqrt S * CL))ᴴ * posSqrt S := by
  have hTu := posSqrt_isUnit hS.posSemidef hS.det_pos.ne'.isUnit
  have hT : (posSqrt S)ᴴ = posSqrt S := (posSqrt_spec hS.posSemidef).1.isHermitian.eq
  obtain ⟨hSu, hSi⟩ := relMetric_inv h hC
  rw [x2c, nesc_eq h hC, renorm]
  generalize relMetric S M (decoupling CL CS) = St at *
  generalize posSqrt S = T at *
  have hB : IsUnit (T * CL).det := by
    rw [Matrix.det_mul]
    exact hTu.mul hC
  obtain ⟨hQu, hU⟩ := polarFactor_unitary hB
  refine ⟨hU, ?_⟩
  obtain ⟨hQ, hQQ⟩ := posSqrt_spec (Matrix.posSemidef_self_mul_conjTranspose (T * CL))
  rw [polarFactor]
  generalize posSqrt (T * CL * (T * CL)ᴴ) = Q at *
  have hQQ' : Q * Q = T * (CL * CLᴴ) * T := by
    rw [hQQ, conjTranspose_mul, hT]
    simp only [Matrix.mul_assoc]
  -- uniqueness of the positive root identifies the two square roots
  have hK : posSqrt (T⁻¹ * St * T⁻¹) = Q⁻¹ := by
    refine CFC.sqrt_unique ?_ (Matrix.nonneg_iff_posSemidef.mpr hQ.inv)
    rw [← Matrix.mul_inv_rev, hQQ', ← hSi, Matrix.mul_inv_rev, Matrix.mul_inv_rev,
      Matrix.nonsing_inv_nonsing_inv _ hSu, Matrix.mul_assoc]
  have hD : IsUnit (CLᴴ).det := by
    rw [Matrix.det_conjTranspose]
    exact hC.star
  -- a unitary matrix equals its inverse adjoint
  have hU1 : Q⁻¹ * (T * CL) = Q * (T⁻¹ * (CLᴴ)⁻¹) := by
    calc Q⁻¹ * (T * CL) = Q⁻¹ * (T * CL) * (CLᴴ * (T * T⁻¹) * (CLᴴ)⁻¹) := by
          rw [Matrix.mul_nonsing_inv _ hTu, Matrix.mul_one, Matrix.mul_nonsing_inv _ hD,
            Matrix.mul_one]
      _ = Q⁻¹ * (T * (CL * CLᴴ) * T) * (T⁻¹ * (CLᴴ)⁻¹) := by simp only [Matrix.mul_assoc]
      _ = (Q⁻¹ * Q) * Q * (T⁻¹ * (CLᴴ)⁻¹) := by rw [← hQQ']; simp only [Matrix.mul_assoc]
      _ = _ := by rw [Matrix.nonsing_inv_mul _ hQu, Matrix.one_mul]
  rw [hK, Matrix.nonsing_inv_nonsing_inv _ hQu, hU1]
  simp only [conjTranspose_mul, conjTranspose_nonsing_inv, conjTranspose_conjTranspose, hT,
    hQ.isHermitian.eq, Matrix.mul_assoc]

/-- For invertible `B`, no unitary matrix is closer to `B` in Frobenius distance than the polar
factor of `B`. -/
theorem polarFactor_closest {B Y : Matrix n n ℂ} (hB : IsUnit B.det)
    (hY : Y ∈ Matrix.unitaryGroup n ℂ) :
    ((B - polarFactor B)ᴴ * (B - polarFactor B)).trace.re ≤ ((B - Y)ᴴ * (B - Y)).trace.re := by
  obtain ⟨hQu, hU⟩ := polarFactor_unitary hB
  have hQ := (posSqrt_spec (Matrix.posSemidef_self_mul_conjTranspose B)).1
  have hQU : posSqrt (B * Bᴴ) * polarFactor B = B := by
    rw [polarFactor, ← Matrix.mul_assoc, Matrix.mul_nonsing_inv _ hQu, Matrix.one_mul]
  generalize polarFactor B = U at *
  generalize posSqrt (B * Bᴴ) = Q at *
  subst hQU
  rw [Matrix.mem_unitaryGroup_iff, Matrix.star_eq_conjTranspose] at hU hY
  have t (Z : Matrix n n ℂ) (hZ : Z * Zᴴ = 1) : (Zᴴ * Q * Z).trace = Q.trace := by
    rw [Matrix.trace_mul_cycle, hZ, Matrix.one_mul]
  have e (Z : Matrix n n ℂ) (hZ : Z * Zᴴ = 1) : (Q * U - Z)ᴴ * (Q * U - Z) =
      Uᴴ * Q * Q * U - Uᴴ * Q * Z - Zᴴ * Q * U + 1 := by
    rw [← mul_eq_one_comm.mp hZ, conjTranspose_sub, conjTranspose_mul, hQ.isHermitian.eq]
    noncomm_ring
  have e3 : (U - Y)ᴴ * Q * (U - Y) =
      Uᴴ * Q * U - Uᴴ * Q * Y - Yᴴ * Q * U + Yᴴ * Q * Y := by
    rw [conjTranspose_sub]
    noncomm_ring
  -- the excess squared distance is a trace of a positive semidefinite matrix
  have key : ((Q * U - Y)ᴴ * (Q * U - Y)).trace =
      ((Q * U - U)ᴴ * (Q * U - U)).trace + ((U - Y)ᴴ * Q * (U - Y)).trace := by
    rw [e Y hY, e U hU, e3]
    simp only [Matrix.trace_add, Matrix.trace_sub]
    linear_combination t U hU - t Y hY
  have hpos := (Complex.le_def.mp (hQ.conjTranspose_mul_mul_same (U - Y)).trace_nonneg).1
  rw [key, Complex.add_re]
  simpa using hpos

/-- Explicit two-by-two blocks, with energies 1 and 2 and a non-diagonal `CL`, meet the hypotheses
of the X2C theorem. -/
theorem isDiracSolution_witness :
    IsDiracSolution (n := Fin 2) (m := Fin 2) !![-1, 0; 0, -1] 1 !![2, 3; 0, 3]
      !![1, -4; -4, -2] !![3, -1; -1, 2] !![1/2, 1/2; 0, 1/2] !![1/2, 0; 0, 1/2] ![1, 2] ∧
    IsUnit (!![1/2, 1/2; 0, 1/2] : Matrix (Fin 2) (Fin 2) ℂ).det ∧
    (1 : Matrix (Fin 2) (Fin 2) ℂ).PosDef := by
  -- real numerals are fixed by complex conjugation
  have c2 : (starRingEnd ℂ) 2 = 2 := Complex.conj_eq_iff_im.mpr (by norm_num)
  have c3 : (starRingEnd ℂ) 3 = 3 := Complex.conj_eq_iff_im.mpr (by norm_num)
  refine ⟨⟨?_, ?_, ?_⟩, ?_, Matrix.PosDef.one⟩
  · ext i j
    fin_cases i <;> fin_cases j <;>
      norm_num [energies, Matrix.mul_apply, Fin.sum_univ_succ, Matrix.diagonal_apply]
  · ext i j
    fin_cases i <;> fin_cases j <;>
      norm_num [energies, Matrix.mul_apply, Fin.sum_univ_succ, Matrix.diagonal_apply, c2, c3]
  · ext i j
    fin_cases i <;> fin_cases j <;>
      norm_num [Matrix.mul_apply, Fin.sum_univ_succ, Matrix.conjTranspose_apply, c2]
  · rw [isUnit_iff_ne_zero, Matrix.det_fin_two]
    norm_num

end

end X2CPolarForm
```

```lean
#print axioms X2CPolarForm.polarFactor_unitary
#print axioms X2CPolarForm.x2c_eq_polar
#print axioms X2CPolarForm.polarFactor_closest
```

```
'X2CPolarForm.polarFactor_unitary' depends on axioms: [propext, Classical.choice, Quot.sound]
'X2CPolarForm.x2c_eq_polar' depends on axioms: [propext, Classical.choice, Quot.sound]
'X2CPolarForm.polarFactor_closest' depends on axioms: [propext, Classical.choice, Quot.sound]
```

## How the proof follows the derivation

`posSqrt_spec` and `posSqrt_isUnit` supply the properties of the square root: it is positive semidefinite, squares to the original matrix, and is invertible when that matrix is.

`relMetric_inv` is the metric step. Like `nesc_eq`, it assumes a Dirac solution with invertible $C_L$. It first proves $XC_L=C_S$ and its adjoint, then rewrites orthonormality as $C_L^\dagger\tilde SC_L=1$. Because the matrices are square, `mul_eq_one_comm` turns this into $\tilde SC_LC_L^\dagger=1$. `nesc_eq` follows the same pattern: its inner `calc` block inserts the two eigenvalue equations to reach $\varepsilon$, and the last one removes the outer factors $C_L^\dagger$ and $C_L$.

`polarFactor_unitary` is the computation of $UU^\dagger$. In `x2c_eq_polar`, the step `hK` identifies the square root inside $R$ with $Q^{-1}$. `CFC.sqrt_unique` asks for two things there: that $Q^{-1}$ squares to $T^{-1}\tilde ST^{-1}$, and that it is positive. The step `hU1` is the identity $Q^{-1}B=QT^{-1}(C_L^\dagger)^{-1}$, and the closing simplification takes adjoints and matches the two products.

`polarFactor_closest` writes squared Frobenius distances as traces. Its step `key` is the distance identity, and positivity of $Q$ gives the inequality.

`isDiracSolution_witness` checks entry by entry a problem with two large and two small functions, coupled blocks, a non-diagonal $C_L$ and energies 1 and 2. It shows that the hypotheses of `x2c_eq_polar` are consistent. The numbers are chosen for simple arithmetic and do not describe a physical system.
